# For $a, m > 0$, the band $E\ge 0$ with $E(1+aE)=k^2/(2m)$ has a smaller momentum mass than curvature mass at every $k>0$

Let $a, m > 0$, and let $E(k)$ be the nonnegative root of

$$E(1+aE)=\frac{k^2}{2m}.$$

Then for every $k>0$

$$\frac{k}{E'(k)}=m(1+2aE),\qquad \frac{1}{E''(k)}=m(1+2aE)^3,$$

and the first quantity is strictly smaller than the second.

Here $k$ is the wavenumber, $E$ is the energy measured from the band edge, and $\hbar=1$. The constant $m$ is the effective mass at the band edge. The nonparabolicity $a$ is an inverse energy that summarises how coupling to neighbouring bands bends the dispersion away from a parabola. The momentum mass $k/E'$ relates crystal momentum to group velocity, and the curvature mass $1/E''$ relates a force along $k$ to the acceleration. In semiclassical transport with this single isotropic, non-interacting band, "the effective mass" at finite energy is therefore ambiguous until one of the two is named.

## Slope and curvature from the factor $1+2aE$

Put $s=1+2aE$. Squaring and using the dispersion relation gives

$$s^2=1+4aE(1+aE)=1+\frac{2ak^2}{m}.$$

Since $E\ge 0$, we have $s\ge 1$, so $s$ is the positive square root and

$$E(k)=\frac{1}{2a}\left(\sqrt{1+\frac{2ak^2}{m}}-1\right).$$

The radicand is at least 1, so $E$ is smooth.

It costs nothing to let the wavevector have a fixed component $q$ and a varying component $t$, so that $k^2=q^2+t^2$. Differentiating $s^2=1+2a(q^2+t^2)/m$ with respect to $t$ gives $2s\,\partial_t s=4at/m$. Because $\partial_t s=2a\,\partial_t E$,

$$\partial_t E=\frac{t}{ms}.$$

A second differentiation gives

$$\partial_t^2E=\frac{1}{ms}-\frac{t}{ms^2}\cdot\frac{2at}{ms}
=\frac{s^2-2at^2/m}{ms^3}=\frac{1+2aq^2/m}{ms^3}.$$

For $q=0$ and $t=k$ these become $E'=k/(ms)$ and $E''=1/(ms^3)$, which are the two mass formulas. If $k>0$ then $E>0$ and $s>1$, so

$$ms^3-ms=ms(s-1)(s+1)>0.$$

For $q=k$ and $t=0$, with $k\neq0$, the numerator of the curvature is $s^2$, and the curvature is $1/(ms)=E'(k)/k$. The momentum mass is thus the curvature mass for displacements perpendicular to the wavevector.

## The band at $a=m=1$, $k=2$

Here $s^2=1+2\cdot 4=9$, so $s=3$ and $E=1$; indeed $1\cdot(1+1)=2=k^2/2$. The slope is $E'=2/3$ and the curvature is $E''=1/27$. The momentum mass is 3 and the curvature mass is 27.

In a Monte Carlo transport calculation that adopts this analytic band, the field changes a carrier's wavevector during a free flight. The program can compute $s=\sqrt{1+2ak^2/m}$ from the new wavevector, take the velocity to be the wavevector divided by $ms$, and use it to advance the position. The momentum mass enters there directly. The curvature mass appears in the change of velocity: for the carrier above, a small impulse $\delta$ along the wavevector changes the velocity by $\delta/27$ to first order, while the same impulse perpendicular to it gives $\delta/3$ along its own direction.

## The explicit root in Lean

```lean
import Mathlib

noncomputable section

namespace KaneBand
```

The band energy is defined by the closed formula, as a function of three real numbers.

```lean
/-- The nonparabolic band energy at wavenumber `k`, with nonparabolicity `a` and band-edge mass `m`,
in units with `ℏ = 1`; the formula is meant for `a > 0`, `m > 0`. -/
def energy (a m k : ℝ) : ℝ := (Real.sqrt (1 + 2 * a * k ^ 2 / m) - 1) / (2 * a)
```

The definition accepts any real parameters; the theorems assume `0 < a` and `0 < m`. The first of them establishes the properties of $s$.

```lean
variable {a m : ℝ}

/-- For `a, m > 0` the factor `1 + 2aE` is positive and its square is `1 + 2ak²/m`. -/
theorem factor_pos_and_sq (ha : 0 < a) (hm : 0 < m) (k : ℝ) :
    0 < 1 + 2 * a * energy a m k ∧
      (1 + 2 * a * energy a m k) ^ 2 = 1 + 2 * a * k ^ 2 / m := by
  have hpos : 0 < 1 + 2 * a * k ^ 2 / m := by positivity
  have key : ∀ S : ℝ, 1 + 2 * a * ((S - 1) / (2 * a)) = S := by
    intro S
    have h : 2 * a * ((S - 1) / (2 * a)) = S - 1 := by field_simp
    rw [h]
    ring
  unfold energy
  rw [key]
  exact ⟨Real.sqrt_pos.2 hpos, Real.sq_sqrt hpos.le⟩
```

The auxiliary statement `key` says that $1+2a\cdot(S-1)/(2a)=S$ for every $S$. Applied to the definition, it identifies $1+2aE$ with the square root, whose positivity and square are then known.

```lean
/-- For `a, m > 0` the band energy is the one and only nonnegative root of
`E(1 + aE) = k²/(2m)`. -/
theorem nonneg_root_iff (ha : 0 < a) (hm : 0 < m) (k E : ℝ) :
    (0 ≤ E ∧ E * (1 + a * E) = k ^ 2 / (2 * m)) ↔ E = energy a m k := by
  obtain ⟨hs, hsq⟩ := factor_pos_and_sq ha hm k
  have hk : 0 ≤ 2 * a * k ^ 2 / m := by positivity
  have he : 0 ≤ energy a m k := by
    have h1 : 1 ≤ 1 + 2 * a * energy a m k := by nlinarith
    have h2 : 0 ≤ 2 * a * energy a m k := by linarith
    exact nonneg_of_mul_nonneg_right h2 (by positivity)
  have hroot : energy a m k * (1 + a * energy a m k) = k ^ 2 / (2 * m) := by
    have h4 : 4 * a ≠ 0 := by positivity
    apply mul_left_cancel₀ h4
    linear_combination hsq
  constructor
  · rintro ⟨hE, h⟩
    -- the difference of two roots is multiplied by a positive factor
    have hz : (E - energy a m k) * (1 + a * (E + energy a m k)) = 0 := by
      linear_combination h - hroot
    have hp : 1 + a * (E + energy a m k) ≠ 0 := by positivity
    exact sub_eq_zero.1 ((mul_eq_zero.1 hz).resolve_right hp)
  · rintro rfl
    exact ⟨he, hroot⟩
```

This equivalence connects the formula to the dispersion relation. From right to left, $s>0$ and $s^2\ge1$ give $s\ge1$, hence $E\ge0$, and the quadratic equation is the identity for $s^2$ divided by $4a$. From left to right, the proof subtracts the equations for two nonnegative roots $E$ and $E_0$, which gives $(E-E_0)\,(1+a(E+E_0))=0$. The second factor is positive, so the roots agree.

## Derivatives along one component

```lean
/-- For `a, m > 0` and a wavevector with components `q` and `t`, the group velocity along
the second component is `t / (m(1 + 2aE))`. -/
theorem hasDerivAt_component (ha : 0 < a) (hm : 0 < m) (q t : ℝ) :
    HasDerivAt (fun x => energy a m (Real.sqrt (q ^ 2 + x ^ 2)))
      (t / (m * (1 + 2 * a * energy a m (Real.sqrt (q ^ 2 + t ^ 2))))) t := by
  obtain ⟨hs, hsq⟩ := factor_pos_and_sq ha hm (Real.sqrt (q ^ 2 + t ^ 2))
  rw [Real.sq_sqrt (by positivity)] at hsq
  have hpos : 0 < 1 + 2 * a * (q ^ 2 + t ^ 2) / m := by positivity
  have hf : (fun x => energy a m (Real.sqrt (q ^ 2 + x ^ 2))) =
      fun x => (Real.sqrt (1 + 2 * a * (q ^ 2 + x ^ 2) / m) - 1) / (2 * a) := by
    funext x
    unfold energy
    rw [Real.sq_sqrt (by positivity)]
  have hx : HasDerivAt (fun x : ℝ => x ^ 2) (2 * t) t := by
    simpa using hasDerivAt_pow 2 t
  have hp : HasDerivAt (fun x : ℝ => 1 + 2 * a * (q ^ 2 + x ^ 2) / m)
      (2 * a * (2 * t) / m) t :=
    (((hx.const_add (q ^ 2)).const_mul (2 * a)).div_const m).const_add 1
  have h := ((hp.sqrt hpos.ne').sub_const 1).div_const (2 * a)
  rw [hf]
  refine h.congr_deriv ?_
  -- the square root is the factor `1 + 2aE`
  rw [← hsq, Real.sqrt_sq hs.le]
  generalize 1 + 2 * a * energy a m (Real.sqrt (q ^ 2 + t ^ 2)) = s at hs ⊢
  field_simp
```

`HasDerivAt f d t` says that `f` is differentiable at `t` with derivative `d`. The function varies $x$ at fixed $q$, and its energy is evaluated at the length $\sqrt{q^2+x^2}$. In three dimensions $q$ can be read as the length of the two fixed components together.

The step `hf` removes this inner square root before anything is differentiated. For $q=0$ the length is $|x|$, which has no derivative at the origin, although the energy does. The chain rule then applies to the outer root, and `congr_deriv` reduces the claim to an equality between the derivative obtained and $t/(ms)$.

```lean
/-- For `a, m > 0` and a wavevector with components `q` and `t`, the band curvature along
the second component is `(1 + 2aq²/m) / (m(1 + 2aE)³)`. -/
theorem hasDerivAt_deriv_component (ha : 0 < a) (hm : 0 < m) (q t : ℝ) :
    HasDerivAt (deriv fun x => energy a m (Real.sqrt (q ^ 2 + x ^ 2)))
      ((1 + 2 * a * q ^ 2 / m) /
        (m * (1 + 2 * a * energy a m (Real.sqrt (q ^ 2 + t ^ 2))) ^ 3)) t := by
  obtain ⟨hs, hsq⟩ := factor_pos_and_sq ha hm (Real.sqrt (q ^ 2 + t ^ 2))
  rw [Real.sq_sqrt (by positivity)] at hsq
  have hd : (deriv fun x => energy a m (Real.sqrt (q ^ 2 + x ^ 2))) =
      fun x => x / (m * (1 + 2 * a * energy a m (Real.sqrt (q ^ 2 + x ^ 2)))) :=
    funext fun x => (hasDerivAt_component ha hm q x).deriv
  have hD := (((hasDerivAt_component ha hm q t).const_mul (2 * a)).const_add 1).const_mul m
  have h := (hasDerivAt_id' t).fun_div hD (mul_pos hm hs).ne'
  rw [hd]
  refine h.congr_deriv ?_
  generalize 1 + 2 * a * energy a m (Real.sqrt (q ^ 2 + t ^ 2)) = s at hs hsq ⊢
  have hq : 1 + 2 * a * q ^ 2 / m = s ^ 2 - 2 * a * t ^ 2 / m := by
    rw [hsq]
    ring
  rw [hq]
  field_simp
```

For the curvature, `hd` replaces the first derivative by the velocity formula at every $x$. The quotient rule gives the two terms found by hand, and `hq` rewrites the numerator $1+2aq^2/m$ as $s^2-2at^2/m$, after which `field_simp` finishes the algebra.

```lean
/-- For `a, m > 0` the band has slope `k / (m(1 + 2aE))` and curvature
`1 / (m(1 + 2aE)³)` at every wavenumber `k`. -/
theorem slope_and_curvature (ha : 0 < a) (hm : 0 < m) (k : ℝ) :
    HasDerivAt (energy a m) (k / (m * (1 + 2 * a * energy a m k))) k ∧
      HasDerivAt (deriv (energy a m)) (1 / (m * (1 + 2 * a * energy a m k) ^ 3)) k := by
  -- a wavevector without transverse component
  have h0 : (fun x => energy a m (Real.sqrt (0 ^ 2 + x ^ 2))) = energy a m := by
    funext x
    simp [energy, Real.sqrt_sq_eq_abs, sq_abs]
  have hk : energy a m (Real.sqrt (0 ^ 2 + k ^ 2)) = energy a m k := congrFun h0 k
  have h1 := hasDerivAt_component ha hm 0 k
  have h2 := hasDerivAt_deriv_component ha hm 0 k
  rw [h0, hk] at h1 h2
  exact ⟨h1, h2.congr_deriv (by simp)⟩
```

Setting $q=0$ gives the one-dimensional band. The equality `h0` holds because $\sqrt{x^2}=|x|$ and the energy depends only on the square of its argument. Both formulas hold at every real $k$, including $k=0$, where the slope is 0 and the curvature is $1/m$.

## The two masses compared

```lean
/-- Let `a, m > 0` and let `E(k)` be the nonnegative root of `E(1 + aE) = k²/(2m)`. For
`k > 0` the momentum mass `k/E'` is `m(1 + 2aE)`, the curvature mass `1/E''` is
`m(1 + 2aE)³`, and the momentum mass is strictly the smaller. -/
theorem momentum_mass_and_curvature_mass (ha : 0 < a) (hm : 0 < m) (E : ℝ → ℝ)
    (hE : ∀ k, 0 ≤ E k) (hroot : ∀ k, E k * (1 + a * E k) = k ^ 2 / (2 * m))
    {k : ℝ} (hk : 0 < k) :
    k / deriv E k = m * (1 + 2 * a * E k) ∧
      1 / deriv (deriv E) k = m * (1 + 2 * a * E k) ^ 3 ∧
      k / deriv E k < 1 / deriv (deriv E) k := by
  have hEe : E = energy a m :=
    funext fun x => (nonneg_root_iff ha hm x (E x)).1 ⟨hE x, hroot x⟩
  -- away from the band edge the energy is positive
  have hpos : 0 < E k := by
    refine lt_of_le_of_ne (hE k) fun h => ?_
    have h1 := hroot k
    have h2 : 0 < k ^ 2 / (2 * m) := by positivity
    rw [← h, zero_mul] at h1
    linarith
  have hs : 1 < 1 + 2 * a * E k := by
    have : 0 < 2 * a * E k := by positivity
    linarith
  obtain ⟨h1, h2⟩ := slope_and_curvature ha hm k
  rw [← hEe] at h1 h2
  rw [h1.deriv, h2.deriv]
  generalize 1 + 2 * a * E k = s at hs ⊢
  have hs0 : 0 < s := by linarith
  have e1 : k / (k / (m * s)) = m * s := by field_simp
  have e2 : 1 / (1 / (m * s ^ 3)) = m * s ^ 3 := one_div_one_div _
  refine ⟨e1, e2, ?_⟩
  rw [e1, e2]
  have h3 : 0 < m * (s * ((s - 1) * (s + 1))) :=
    mul_pos hm (mul_pos hs0 (mul_pos (by linarith) (by linarith)))
  linarith [show m * (s * ((s - 1) * (s + 1))) = m * s ^ 3 - m * s by ring]
```

The theorem concerns any function `E : ℝ → ℝ` that is nonnegative (`hE`) and satisfies the dispersion relation (`hroot`) at every wavenumber. No smoothness is assumed, and `deriv E k` and `deriv (deriv E) k` are $E'(k)$ and $E''(k)$. The three conclusions are the momentum mass, the curvature mass and the strict inequality between them. For $a=0$ the band is parabolic and both masses equal $m$, so the inequality needs $a\neq0$.

The dispersion relation itself is a hypothesis. It is often called Kane's, but it is not derived here from a $k\cdot p$ Hamiltonian, and anisotropy, spin splitting and further bands are absent from the model.

In the proof, `hEe` uses uniqueness of the root to identify `E` with `energy a m`, which brings in the derivatives already computed. If $E(k)$ were zero, the relation would force $k^2/(2m)=0$; hence $E(k)>0$ and $s>1$. The equalities `e1` and `e2` invert slope and curvature, and the last lines use the factorisation of $ms^3-ms$ given above.

```lean
/-- For `a, m > 0` and `k ≠ 0`, the band curvature perpendicular to a wavevector of
length `|k|` is `E'(k)/k`, the inverse of the momentum mass. -/
theorem transverse_curvature (ha : 0 < a) (hm : 0 < m) {k : ℝ} (hk : k ≠ 0) :
    HasDerivAt (deriv fun t => energy a m (Real.sqrt (k ^ 2 + t ^ 2)))
      (deriv (energy a m) k / k) 0 := by
  obtain ⟨hs, hsq⟩ := factor_pos_and_sq ha hm k
  have h0 : energy a m (Real.sqrt (k ^ 2 + 0 ^ 2)) = energy a m k := by
    simp [energy, Real.sqrt_sq_eq_abs, sq_abs]
  have h := hasDerivAt_deriv_component ha hm k 0
  rw [h0, ← hsq] at h
  refine h.congr_deriv ?_
  rw [(slope_and_curvature ha hm k).1.deriv]
  generalize 1 + 2 * a * energy a m k = s at hs ⊢
  field_simp

end KaneBand
```

The last theorem takes $q=k$ and $t=0$. The identity for $s^2$ turns the numerator of the curvature into $s^2$, which cancels two of the three powers below it and leaves $1/(ms)$. The hypothesis `k ≠ 0` admits negative $k$, with $|k|$ as the length of the wavevector. At $k=0$ Lean evaluates the quotient $E'(k)/k$ as 0, whereas the curvature there is $1/m$.

```lean
#print axioms KaneBand.momentum_mass_and_curvature_mass
-- 'KaneBand.momentum_mass_and_curvature_mass' depends on axioms: [propext, Classical.choice, Quot.sound]
#print axioms KaneBand.transverse_curvature
-- 'KaneBand.transverse_curvature' depends on axioms: [propext, Classical.choice, Quot.sound]
```
